# Ehrenfest energy rate and total-energy conservation in a moving non-orthogonal basis

If basis functions travel with the nuclei and the force is computed from the derivative of the Hamiltonian matrix alone, the total energy generally drifts. The coefficients also respond to the motion of the basis, and that response changes the electronic energy. For coefficients $c$ that obey the projected Schrödinger equation, with overlap matrix $S$, Hamiltonian matrix $H$, its time derivative $H'$ and basis-motion matrix $D$, the correct rate is

$$\frac{d}{dt}\,c^\dagger Hc=c^\dagger\left(H'-D^\dagger S^{-1}H-HS^{-1}D\right)c .$$

This concerns Ehrenfest dynamics in a finite basis and in continuous time; errors from a finite time step are not treated. Conservation of the total energy is proved for a Hamiltonian matrix that depends only on the nuclear positions.

In Lean 4 with Mathlib:

```lean
import Mathlib

open Matrix

namespace EhrenfestMovingBasis

noncomputable section

variable {n κ : Type*} [Fintype n] [DecidableEq n] [Fintype κ]
```

The type `n` labels basis functions and `κ` labels nuclear coordinates. The function `energy A c` is $c^\dagger Ac$, without division by the norm $c^\dagger Sc$. It is the physical expectation value when $c^\dagger Sc=1$.

```lean
/-- The quadratic form `c^H A c` of a matrix `A` in the coefficient vector `c`. -/
def energy (A : Matrix n n ℂ) (c : n → ℂ) : ℂ := star c ⬝ᵥ (A *ᵥ c)
```

## The electronic equation and an invertible overlap

The Schrödinger equation projected onto moving functions $\phi_i$ reads $iSc'=(H-iD)c$, with $\hbar=1$ and $D_{ij}=\langle\phi_i|\dot\phi_j\rangle$. It enters as the hypothesis `ElectronEq`. Without it, $c'$ is arbitrary and the energy rate has no closed form in $c$.

```lean
/-- The electronic equation of motion `i S c' = (H - i D) c` in a moving basis. -/
def ElectronEq (S H D : Matrix n n ℂ) (c c' : n → ℂ) : Prop :=
  Complex.I • (S *ᵥ c') = (H - Complex.I • D) *ᵥ c
```

The theorems accept any matrix $D$. For actual basis functions $S'=D+D^\dagger$, which is what conserves $c^\dagger Sc$, but the energy rate does not use this relation.

```lean
/-- The derivative `G` of the Hamiltonian matrix, corrected for the motion of the basis:
`G - D^H S⁻¹ H - H S⁻¹ D`. -/
def movingGradient (S H D G : Matrix n n ℂ) : Matrix n n ℂ :=
  G - Dᴴ * S⁻¹ * H - H * S⁻¹ * D
```

Invertibility, `IsUnit S.det`, says that the basis functions are linearly independent. Multiplying the equation by $-i$ and then by $S^{-1}$ gives

$$c'=Kc,\qquad K=-iS^{-1}H-S^{-1}D .$$

With a linearly dependent basis, $c'$ is undetermined along the null vectors of $S$. The proof follows the same two steps: `h1` isolates $Sc'$ and `h2` applies the inverse.

```lean
/-- The equation of motion solved for the velocity of the coefficients. -/
theorem velocity_eq {S H D : Matrix n n ℂ} {c c' : n → ℂ} (hS : IsUnit S.det)
    (h : ElectronEq S H D c c') :
    c' = (-(Complex.I • (S⁻¹ * H)) - S⁻¹ * D) *ᵥ c := by
  unfold ElectronEq at h
  have h1 : S *ᵥ c' = (-Complex.I) • ((H - Complex.I • D) *ᵥ c) := by
    rw [← h, smul_smul]
    simp
  have h2 : c' = S⁻¹ *ᵥ (S *ᵥ c') := by
    rw [Matrix.mulVec_mulVec, Matrix.nonsing_inv_mul _ hS, Matrix.one_mulVec]
  rw [h2, h1, ← Matrix.smul_mulVec, Matrix.mulVec_mulVec]
  congr 1
  rw [Matrix.mul_smul, Matrix.mul_sub, Matrix.mul_smul, smul_sub, smul_smul]
  simp
```

## Differentiable matrix elements and coefficients

Smooth motion enters as a derivative for each entry of $H$ and $c$ at time $t$. The product rule then gives

$$\frac{d}{dt}\,c^\dagger Hc=c'^\dagger Hc+c^\dagger H'c+c^\dagger Hc' .$$

If an entry jumps, as when an integral is switched off at a cutoff, this step is unavailable. The proof writes the energy as a double sum and differentiates each term, so no matrix norm is needed.

```lean
omit [DecidableEq n] in
/-- The product rule for the energy `c^H H c` when both `H` and `c` depend on time. -/
theorem energy_product_rule {H : ℝ → Matrix n n ℂ} {H' : Matrix n n ℂ}
    {c : ℝ → n → ℂ} {c' : n → ℂ} {t : ℝ}
    (hH : ∀ i j, HasDerivAt (fun s => H s i j) (H' i j) t)
    (hc : ∀ i, HasDerivAt (fun s => c s i) (c' i) t) :
    HasDerivAt (fun s => energy (H s) (c s))
      (star c' ⬝ᵥ (H t *ᵥ c t) + star (c t) ⬝ᵥ (H' *ᵥ c t)
        + star (c t) ⬝ᵥ (H t *ᵥ c')) t := by
  have h : HasDerivAt (fun s => ∑ i, star (c s i) * ∑ j, H s i j * c s j)
      (∑ i, (star (c' i) * ∑ j, H t i j * c t j
        + star (c t i) * ∑ j, (H' i j * c t j + H t i j * c' j))) t :=
    HasDerivAt.fun_sum fun i _ => (hc i).star.fun_mul
      (HasDerivAt.fun_sum fun j _ => (hH i j).fun_mul (hc j))
  refine h.congr_deriv ?_
  simp only [dotProduct, Matrix.mulVec, Pi.star_apply, Finset.sum_add_distrib, mul_add]
  ring
```

## Hermitian overlap and Hamiltonian

Hermiticity of $S$ expresses the symmetry of the inner product, and that of $H$ the absence of gain or loss. Both are used in taking the adjoint of $K$:

$$K^\dagger=iHS^{-1}-D^\dagger S^{-1}.$$

Substituting $c'=Kc$, the matrix between $c^\dagger$ and $c$ becomes

$$K^\dagger H+H'+HK=iHS^{-1}H-D^\dagger S^{-1}H+H'-iHS^{-1}H-HS^{-1}D .$$

The imaginary terms cancel and the stated rate remains. With an absorbing potential, $H^\dagger\neq H$ and the term $i(H^\dagger-H)S^{-1}H$ survives. Positive definiteness of $S$ implies what is needed here, but the theorem asks only for a Hermitian, invertible $S$.

In the proof, `hK` is the adjoint formula, the rewriting collects everything into one matrix, and `abel` performs the cancellation.

```lean
/-- Ehrenfest energy in a moving basis: the derivative of `c^H H c` is
`c^H (H' - D^H S⁻¹ H - H S⁻¹ D) c`. -/
theorem energy_hasDerivAt {S D H' : Matrix n n ℂ} {H : ℝ → Matrix n n ℂ}
    {c : ℝ → n → ℂ} {c' : n → ℂ} {t : ℝ}
    (hS : S.IsHermitian) (hdet : IsUnit S.det) (hHt : (H t).IsHermitian)
    (hH : ∀ i j, HasDerivAt (fun s => H s i j) (H' i j) t)
    (hc : ∀ i, HasDerivAt (fun s => c s i) (c' i) t)
    (heq : ElectronEq S (H t) D (c t) c') :
    HasDerivAt (fun s => energy (H s) (c s))
      (energy (movingGradient S (H t) D H') (c t)) t := by
  refine (energy_product_rule hH hc).congr_deriv ?_
  have hK : (-(Complex.I • (S⁻¹ * H t)) - S⁻¹ * D)ᴴ
      = Complex.I • (H t * S⁻¹) - Dᴴ * S⁻¹ := by
    simp [Matrix.conjTranspose_mul, Matrix.conjTranspose_nonsing_inv, hS.eq, hHt.eq]
  -- move the velocity matrix from the bra to the middle
  rw [velocity_eq hdet heq, Matrix.star_mulVec, ← Matrix.dotProduct_mulVec,
    Matrix.mulVec_mulVec, Matrix.mulVec_mulVec, ← dotProduct_add, ← dotProduct_add,
    ← Matrix.add_mulVec, ← Matrix.add_mulVec, hK]
  unfold energy movingGradient
  congr 2
  -- the two terms `i H S⁻¹ H` cancel
  simp only [sub_mul, mul_sub, smul_mul_assoc, mul_neg, mul_smul_comm, ← mul_assoc]
  abel
```

A slip that is easily made is to replace $D^\dagger$ by $-D$, as in an orthonormal basis. When the overlaps change, $D+D^\dagger=S'\neq0$, and the replacement is wrong. In an energy eigenstate it makes the two correction terms cancel, so the whole basis correction disappears.

## A stationary electronic state

The next theorem replaces the equation of motion by the condition $Hc=ESc$ with real $E$: the electrons are in an eigenstate at the given configuration. Then $S^{-1}Hc=Ec$ and, by taking the adjoint, $c^\dagger HS^{-1}=Ec^\dagger$. The correction becomes

$$c^\dagger(D^\dagger S^{-1}H+HS^{-1}D)c=E\,c^\dagger(D+D^\dagger)c .$$

With $D+D^\dagger=S'$, subtracting this correction from $c^\dagger H'c$ gives the Pulay form $c^\dagger(H'-ES')c$. For a superposition of different energies no single $E$ can be taken out, and in general the full expression is needed. The steps `h1` and `h2` are the two eigenvalue relations; `a` and `b` apply them to the two correction terms.

```lean
/-- For a generalised eigenvector `H c = E S c`, the corrected gradient has the same
expectation value as `G - E (D + D^H)`. -/
theorem energy_movingGradient_of_eigenvector {S H D G : Matrix n n ℂ} {c : n → ℂ} {E : ℝ}
    (hS : S.IsHermitian) (hdet : IsUnit S.det) (hH : H.IsHermitian)
    (h : H *ᵥ c = (E : ℂ) • (S *ᵥ c)) :
    energy (movingGradient S H D G) c = energy (G - (E : ℂ) • (D + Dᴴ)) c := by
  have h1 : (S⁻¹ * H) *ᵥ c = (E : ℂ) • c := by
    rw [← Matrix.mulVec_mulVec, h, Matrix.mulVec_smul, Matrix.mulVec_mulVec,
      Matrix.nonsing_inv_mul _ hdet, Matrix.one_mulVec]
  have h2 : star c ᵥ* (H * S⁻¹) = (E : ℂ) • star c := by
    have h3 := congrArg star h1
    rw [Matrix.star_mulVec, Matrix.conjTranspose_mul, Matrix.conjTranspose_nonsing_inv,
      hS.eq, hH.eq, star_smul] at h3
    simpa using h3
  have a : star c ⬝ᵥ ((Dᴴ * S⁻¹ * H) *ᵥ c) = E * (star c ⬝ᵥ (Dᴴ *ᵥ c)) := by
    rw [Matrix.mul_assoc, ← Matrix.mulVec_mulVec, h1, Matrix.mulVec_smul,
      dotProduct_smul, smul_eq_mul]
  have b : star c ⬝ᵥ ((H * S⁻¹ * D) *ᵥ c) = E * (star c ⬝ᵥ (D *ᵥ c)) := by
    rw [← Matrix.mulVec_mulVec, Matrix.dotProduct_mulVec, h2, smul_dotProduct, smul_eq_mul]
  simp only [energy, movingGradient, Matrix.sub_mulVec, dotProduct_sub, Matrix.smul_mulVec,
    Matrix.add_mulVec, dotProduct_smul, dotProduct_add, a, b, smul_eq_mul]
  ring
```

## Smooth dependence on the nuclear configuration

Now $H$ and the nuclear potential $U$ depend on the configuration $R$. `HasPartials` demands full differentiability with the listed partial derivatives. Existence of the partial derivatives alone would not justify the chain rule $\frac{d}{dt}f(R)=\sum_k v_k\,\partial_kf$, which the next lemma proves.

```lean
/-- The function `f` of the nuclear configuration is differentiable at `x` with partial
derivatives `g k`. -/
def HasPartials {F : Type*} [NormedAddCommGroup F] [NormedSpace ℝ F]
    (f : (κ → ℝ) → F) (g : κ → F) (x : κ → ℝ) : Prop :=
  HasFDerivAt f (∑ k, (ContinuousLinearMap.proj k : (κ → ℝ) →L[ℝ] ℝ).smulRight (g k)) x

/-- The chain rule along a nuclear trajectory `R` with velocity `v`. -/
theorem HasPartials.along {F : Type*} [NormedAddCommGroup F] [NormedSpace ℝ F]
    {f : (κ → ℝ) → F} {g : κ → F} {R : ℝ → κ → ℝ} {v : κ → ℝ} {t : ℝ}
    (hf : HasPartials f g (R t)) (hR : ∀ k, HasDerivAt (fun s => R s k) (v k) t) :
    HasDerivAt (fun s => f (R s)) (∑ k, v k • g k) t := by
  have hR' : HasDerivAt R v t := hasDerivAt_pi.2 hR
  have h := HasFDerivAt.comp_hasDerivAt t hf hR'
  exact h.congr_deriv (by simp [_root_.sum_apply])
```

## Newton's equation with the matching force

For coordinate $k$, let $u_k=\partial_kU$, $G_k=\partial_kH$, and let $D_k$ be the basis coupling with entries $(D_k)_{ij}=\langle\phi_i|\partial_k\phi_j\rangle$. The force is

$$F_k=-u_k-\mathrm{Re}\,c^\dagger\left(G_k-D_k^\dagger S^{-1}H-HS^{-1}D_k\right)c .$$

The real part turns a complex number with zero imaginary part into a real one.

```lean
/-- The Ehrenfest force on one nuclear coordinate, with `u` the derivative of the nuclear
potential and `G`, `D` the Hamiltonian derivative and basis coupling for that coordinate. -/
def force (S H D G : Matrix n n ℂ) (u : ℝ) (c : n → ℂ) : ℝ :=
  -u - (energy (movingGradient S H D G) c).re
```

Since $D=\sum_kv_kD_k$ with real velocities, the energy rate splits into one term per coordinate. The proof uses real linearity of $A\mapsto\mathrm{Re}\,c^\dagger Ac$.

```lean
/-- The electronic energy rate is a sum over nuclear coordinates, each weighted by its
velocity. -/
theorem energy_rate_sum (S H : Matrix n n ℂ) (D G : κ → Matrix n n ℂ) (v : κ → ℝ)
    (c : n → ℂ) :
    (energy (movingGradient S H (∑ k, v k • D k) (∑ k, v k • G k)) c).re
      = ∑ k, v k * (energy (movingGradient S H (D k) (G k)) c).re := by
  let L : Matrix n n ℂ →ₗ[ℝ] ℝ :=
    { toFun := fun A => (energy A c).re
      map_add' := fun A B => by simp [energy, Matrix.add_mulVec, dotProduct_add]
      map_smul' := fun r A => by
        simp [energy, Matrix.smul_mulVec, dotProduct_smul] }
  have h : movingGradient S H (∑ k, v k • D k) (∑ k, v k • G k)
      = ∑ k, v k • movingGradient S H (D k) (G k) := by
    simp only [movingGradient, Matrix.conjTranspose_sum, Matrix.conjTranspose_smul,
      star_trivial, Finset.sum_mul, Finset.mul_sum, smul_mul_assoc, mul_smul_comm,
      smul_sub, Finset.sum_sub_distrib]
  rw [h]
  change L (∑ k, v k • movingGradient S H (D k) (G k))
    = ∑ k, v k * L (movingGradient S H (D k) (G k))
  simp only [map_sum, map_smul, smul_eq_mul]
```

Newton's equation $M_ka_k=F_k$ is the hypothesis `newton`. The total energy changes at the rate

$$\sum_kv_k\left(M_ka_k+u_k-(F_k+u_k)\right)=0 .$$

With the force from $G_k$ alone, the rate would instead be $-\sum_kv_k\,c^\dagger(D_k^\dagger S^{-1}H+HS^{-1}D_k)c$. With two or more nuclear coordinates, conservation does not single out $F_k$, because an added force that does no work leaves the energy unchanged. A force derived from an action principle in a finite basis can contain such a velocity-dependent term, which is not included here.

In the proof, `key` computes this zero derivative, and a function whose derivative vanishes everywhere is constant. The trajectory is assumed to exist for all times. The theorem also asks for an invertible $S$ and differentiable $H$ and $U$ at every configuration, which the Coulomb repulsion of point nuclei violates where nuclei coincide. The proof uses these conditions only along the trajectory. $H$ depends on $R$ only, which excludes density-dependent mean-field Hamiltonians and external driving.

```lean
/-- Nuclei moving under the Ehrenfest force, with electrons obeying the moving-basis equation,
conserve the sum of kinetic, nuclear potential and electronic energy. -/
theorem total_energy_conserved {S H : (κ → ℝ) → Matrix n n ℂ}
    {D G : (κ → ℝ) → κ → Matrix n n ℂ} {U : (κ → ℝ) → ℝ} {u : (κ → ℝ) → κ → ℝ}
    {M : κ → ℝ} {R V a : ℝ → κ → ℝ} {c c' : ℝ → n → ℂ}
    (hS : ∀ x, (S x).IsHermitian) (hdet : ∀ x, IsUnit (S x).det)
    (hHh : ∀ x, (H x).IsHermitian)
    (hH : ∀ x i j, HasPartials (fun y => H y i j) (fun k => G x k i j) x)
    (hU : ∀ x, HasPartials U (u x) x)
    (hR : ∀ t k, HasDerivAt (fun s => R s k) (V t k) t)
    (hV : ∀ t k, HasDerivAt (fun s => V s k) (a t k) t)
    (hc : ∀ t i, HasDerivAt (fun s => c s i) (c' t i) t)
    (heq : ∀ t, ElectronEq (S (R t)) (H (R t)) (∑ k, V t k • D (R t) k) (c t) (c' t))
    (newton : ∀ t k, M k * a t k
      = force (S (R t)) (H (R t)) (D (R t) k) (G (R t) k) (u (R t) k) (c t)) (t₁ t₂ : ℝ) :
    ∑ k, M k * V t₁ k ^ 2 / 2 + U (R t₁) + (energy (H (R t₁)) (c t₁)).re
      = ∑ k, M k * V t₂ k ^ 2 / 2 + U (R t₂) + (energy (H (R t₂)) (c t₂)).re := by
  have key : ∀ t, HasDerivAt (fun s => ∑ k, M k * V s k ^ 2 / 2 + U (R s)
      + (energy (H (R s)) (c s)).re) 0 t := by
    intro t
    have hk : HasDerivAt (fun s => ∑ k, M k * V s k ^ 2 / 2)
        (∑ k, V t k * (M k * a t k)) t :=
      HasDerivAt.fun_sum fun k _ =>
        ((((hV t k).fun_pow 2).const_mul (M k)).div_const 2).congr_deriv (by
          change M k * (((2 : ℕ) : ℝ) * V t k ^ 1 * a t k) / 2 = _
          push_cast
          ring)
    have hHt : ∀ i j, HasDerivAt (fun s => H (R s) i j)
        ((∑ k, V t k • G (R t) k) i j) t := fun i j =>
      ((hH (R t) i j).along (hR t)).congr_deriv (by simp [Matrix.sum_apply])
    have he := energy_hasDerivAt (H := fun s => H (R s)) (hS (R t)) (hdet (R t))
      (hHh (R t)) hHt (hc t) (heq t)
    have hre : HasDerivAt (fun s => (energy (H (R s)) (c s)).re) _ t :=
      Complex.reCLM.hasFDerivAt.comp_hasDerivAt t he
    refine ((hk.fun_add ((hU (R t)).along (hR t))).fun_add hre).congr_deriv ?_
    rw [Complex.reCLM_apply, energy_rate_sum, ← Finset.sum_add_distrib,
      ← Finset.sum_add_distrib]
    -- the power of each force balances the change of potential and electronic energy
    refine Finset.sum_eq_zero fun k _ => ?_
    rw [newton t k, force, smul_eq_mul]
    ring
  exact is_const_of_deriv_eq_zero (fun t => (key t).differentiableAt)
    (fun t => (key t).deriv) t₁ t₂
```

## An explicit solution with two overlapping functions

Take $S=\begin{pmatrix}2&1\\1&2\end{pmatrix}$, $H=\begin{pmatrix}0&1\\1&0\end{pmatrix}$ and $D=iS$, which describes a common phase $e^{it}$ on both functions. Then $H-iD=H+S$. On $(1,1)$ this matrix gives $4$ and $S$ gives $3$, so $3ic'=4c$ and $c=e^{-4it/3}(1,1)$.

After normalisation the two functions overlap by $1/2$. The state has $c^\dagger Sc=6$ and $c^\dagger Hc=2$, hence a normalised energy of $1/3$. The theorem checks the conditions on the matrices, the derivative and the electronic equation at every time.

```lean
/-- Two overlapping basis functions with `D = i S` and the coefficients
`exp(-4it/3) (1, 1)` satisfy the electronic equation of motion. -/
theorem electronEq_witness (t : ℝ) :
    (!![2, 1; 1, 2] : Matrix (Fin 2) (Fin 2) ℂ).IsHermitian ∧
    IsUnit (!![2, 1; 1, 2] : Matrix (Fin 2) (Fin 2) ℂ).det ∧
    (!![0, 1; 1, 0] : Matrix (Fin 2) (Fin 2) ℂ).IsHermitian ∧
    HasDerivAt (fun s : ℝ => Complex.exp (-(4 / 3) * Complex.I * s))
      (-(4 / 3) * Complex.I * Complex.exp (-(4 / 3) * Complex.I * t)) t ∧
    ElectronEq !![2, 1; 1, 2] !![0, 1; 1, 0] (Complex.I • !![2, 1; 1, 2])
      (fun _ : Fin 2 => Complex.exp (-(4 / 3) * Complex.I * t))
      (fun _ => -(4 / 3) * Complex.I * Complex.exp (-(4 / 3) * Complex.I * t)) := by
  refine ⟨?_, ?_, ?_, ?_, ?_⟩
  · ext i j
    fin_cases i <;> fin_cases j <;> simp
  · rw [Matrix.det_fin_two_of, isUnit_iff_ne_zero]
    norm_num
  · ext i j
    fin_cases i <;> fin_cases j <;> simp
  · have h := ((hasDerivAt_id (t : ℂ)).const_mul (-(4 / 3) * Complex.I)).cexp.comp_ofReal
    exact h.congr_deriv (by simp only [id, mul_one]; ring)
  · generalize Complex.exp (-(4 / 3) * Complex.I * t) = e
    unfold ElectronEq
    rw [smul_smul, Complex.I_mul_I]
    ext i
    fin_cases i <;> simp [Matrix.mulVec, dotProduct, Fin.sum_univ_succ] <;>
      linear_combination (-4 * e) * Complex.I_sq

end

end EhrenfestMovingBasis
```

```lean
#print axioms EhrenfestMovingBasis.energy_movingGradient_of_eigenvector
#print axioms EhrenfestMovingBasis.total_energy_conserved
```

```
'EhrenfestMovingBasis.energy_movingGradient_of_eigenvector' depends on axioms: [propext, Classical.choice, Quot.sound]
'EhrenfestMovingBasis.total_energy_conserved' depends on axioms: [propext, Classical.choice, Quot.sound]
```
